# Coherent vectors of a spin $n/2$ labelled by $z$: squared norm $(1+|z|^2)^n$ and mean $J_z$ equal to $\frac n2\,\frac{1-|z|^2}{1+|z|^2}$

**Q:** Take spin 1, with $\hbar=1$ and $J_z=\mathrm{diag}(1,0,-1)$. For a complex number $z$, the coherent vector is $\psi_z=(1,\sqrt2\,z,z^2)$. Its squared norm is
$$1+2|z|^2+|z|^4=(1+|z|^2)^2,$$
and
$$\langle\psi_z|J_z\psi_z\rangle=1-|z|^4=(1-|z|^2)(1+|z|^2).$$
One factor cancels in the quotient, so the normalized mean is $(1-|z|^2)/(1+|z|^2)$. Does the same cancellation happen for every spin?

**A:** The mean has the same form for every spin, with a prefactor $n/2$ for spin $n/2$. The number of cancelled factors $1+|z|^2$ is $n-1$ for $n\ge1$, so for spin 1/2 there is nothing to cancel. For spin $n/2$, the components are $\sqrt{\binom nk}\,z^k$ with $k=0,\dots,n$, and $J_z$ has diagonal entries $n/2-k$. Keep two labels $w$ and $z$ for the moment, and write $x=\bar w z$. The square roots multiply to a binomial coefficient, so
$$\langle\psi_w|\psi_z\rangle=\sum_{k=0}^n\binom nk x^k=(1+x)^n.$$
For $J_z$ we also need the sum weighted by $k$. If $n=m+1$, the identity $(k+1)\binom{m+1}{k+1}=(m+1)\binom mk$ gives
$$\sum_{k=0}^{n}k\binom nk x^k=(m+1)\,x\sum_{k=0}^{m}\binom mk x^k=n\,x\,(1+x)^{n-1}.$$
Multiply by $1+x$ to get $n\,x\,(1+x)^n$, a form that also holds for $n=0$, where both sides vanish. Therefore
$$(1+x)\langle\psi_w|J_z\psi_z\rangle=\tfrac n2(1+x)^{n+1}-n\,x\,(1+x)^n=\tfrac n2(1-x)(1+x)^n.$$
Now set $w=z$, so that $x=|z|^2$ and $1+x>0$. Dividing by $1+x$ and by the squared norm $(1+x)^n$ gives
$$\langle J_z\rangle=\frac n2\,\frac{1-|z|^2}{1+|z|^2}.$$

**Q:** That is one component of the spin. What about the transverse part?

**A:** Use the raising operator $J_+$, which takes basis state $i+1$ to basis state $i$ with amplitude $\sqrt{(i+1)(n-i)}$. For $i<n$, the relation $(i+1)\binom n{i+1}=(n-i)\binom ni$ gives
$$(J_+\psi_z)_i=\sqrt{(i+1)(n-i)}\sqrt{\tbinom n{i+1}}\,z^{i+1}=z\,(n-i)\sqrt{\tbinom ni}\,z^i.$$
The entry of $n/2+J_z$ at position $i$ is $n-i$. At $i=n$ there is nothing below to raise, and $n-i=0$, so both sides vanish there too. Hence $J_+\psi_z=z(n/2+J_z)\psi_z$, and taking the mean gives
$$\langle J_+\rangle=z\left(\frac n2+\langle J_z\rangle\right)=\frac{nz}{1+|z|^2}.$$
With $r=|z|^2$, the squares add up to
$$\langle J_z\rangle^2+|\langle J_+\rangle|^2=\frac{n^2}{4}\,\frac{(1-r)^2+4r}{(1+r)^2}=\left(\frac n2\right)^2.$$
Since $J_+=J_x+iJ_y$, this is the squared length of the mean spin vector.

**Q:** I accept the algebra. My doubt is whether the Lean statement is about this spin at all. What is a state there?

```lean
import Mathlib

open Matrix

namespace SpinCoherentState

noncomputable section
```

**A:** A state is a function from `Fin (n + 1)` to `ℂ`, that is, a list of $n+1$ complex amplitudes. The natural number `n` is twice the spin, so integer and half-integer spins are both covered, as is spin 0.

```lean
/-- The unnormalized spin coherent vector for spin `n/2`, with components `√(n choose k) z^k`. -/
def coherent (n : ℕ) (z : ℂ) : Fin (n + 1) → ℂ :=
  fun k => ((√(n.choose (k : ℕ) : ℝ) : ℝ) : ℂ) * z ^ (k : ℕ)
```

The vector is left unnormalized. At `z = 0` the convention $0^0=1$ makes it the basis state $k=0$, as it should be.

```lean
/-- The spin component `Jz` for spin `n/2`, diagonal with entries `n/2 - k`. -/
def Jz (n : ℕ) : Matrix (Fin (n + 1)) (Fin (n + 1)) ℂ :=
  Matrix.diagonal fun k => (n : ℂ) / 2 - ((k : ℕ) : ℂ)
```

Index $k$ carries magnetic number $n/2-k$, so the list starts at the top of the ladder.

**Q:** And the raising operator? Is it derived from the commutation relations?

**A:** No, its matrix elements are put in by definition.

```lean
/-- The raising operator for spin `n/2`, which takes basis state `k + 1` to basis state `k`
with amplitude `√((k + 1)(n - k))`. -/
def Jplus (n : ℕ) : Matrix (Fin (n + 1)) (Fin (n + 1)) ℂ :=
  Matrix.of fun i j => if (j : ℕ) = (i : ℕ) + 1 then
    ((√((((i : ℕ) : ℝ) + 1) * ((n : ℝ) - ((i : ℕ) : ℝ))) : ℝ) : ℂ) else 0
```

With spin $s=n/2$ and initial magnetic number $\mu=n/2-i-1$, the amplitude is the familiar $\sqrt{(s-\mu)(s+\mu+1)}$ with the usual positive phase choice. These numbers stand for the angular momentum algebra in the spin-$n/2$ representation; the commutators themselves are not stated in the code, nor is the coherent vector obtained by rotating the top state.

The direction needs care. "Raising" raises the magnetic number and therefore lowers the index, so the nonzero entries lie above the diagonal. If you place them below, you have $J_-$, whose mean is $n\bar z/(1+|z|^2)$. The sum of squares would come out the same, so it can't reveal the mix-up; for $n\ge1$ the phase of the mean does, provided that $z$ is not real.

**Q:** How is an expectation value expressed?

```lean
/-- The normalized expectation value of an operator `A` in a nonzero state `ψ`. -/
def expect {n : ℕ} (A : Matrix (Fin (n + 1)) (Fin (n + 1)) ℂ) (ψ : Fin (n + 1) → ℂ) : ℂ :=
  (star ψ ⬝ᵥ (A *ᵥ ψ)) / (star ψ ⬝ᵥ ψ)
```

**A:** As $\langle\psi|A\psi\rangle/\langle\psi|\psi\rangle$, with `star` conjugating the left vector. The definition accepts any vector, but the squared norm shows that a coherent vector is never zero, so the division is the intended one.

**Q:** The result of `expect` is complex. Could an imaginary part be hiding?

**A:** Not for $J_z$. The right-hand side of `expect_Jz` is a real expression converted to a complex number, so the equality also says that the mean is real. The theorem holds for every `n` and every `z`, with no further hypothesis. `coherent_norm_sq` gives the squared norm, `expect_Jplus` gives the transverse mean, and `mean_spin_length` gives the sum of squares.

One coherent state has no label $z$. For $n\ge1$, the bottom state, with only component $k=n$ nonzero, corresponds to $z\to\infty$ and to no finite $z$.

**Q:** Then take me through the proof. Where do the square roots go?

**A:** They disappear in the first lemma. The weights are real, so conjugation leaves them alone, and `Real.mul_self_sqrt` turns their product into $\binom nk$.

```lean
/-- Each basis state contributes a binomial term to the overlap of two coherent vectors. -/
theorem coherent_term (n : ℕ) (w z : ℂ) (k : Fin (n + 1)) :
    star (coherent n w k) * coherent n z k
      = (n.choose (k : ℕ) : ℂ) * (star w * z) ^ (k : ℕ) := by
  have h : ((√(n.choose (k : ℕ) : ℝ) : ℝ) : ℂ) * ((√(n.choose (k : ℕ) : ℝ) : ℝ) : ℂ)
      = (n.choose (k : ℕ) : ℂ) := by
    rw [← Complex.ofReal_mul, Real.mul_self_sqrt (Nat.cast_nonneg _), Complex.ofReal_natCast]
  have hs : star ((√(n.choose (k : ℕ) : ℝ) : ℝ) : ℂ) = ((√(n.choose (k : ℕ) : ℝ) : ℝ) : ℂ) :=
    Complex.conj_ofReal _
  simp only [coherent, star_mul', star_pow, hs, mul_pow]
  linear_combination (star w ^ (k : ℕ) * z ^ (k : ℕ)) * h
```

Next comes the binomial theorem, Mathlib's `add_pow`, in the form we need.

```lean
/-- The binomial weights `(n choose k) x^k` sum to `(1 + x)^n`. -/
theorem binomial_sum (n : ℕ) (x : ℂ) :
    ∑ k ∈ Finset.range (n + 1), (n.choose k : ℂ) * x ^ k = (1 + x) ^ n := by
  rw [add_comm 1 x, add_pow]
  refine Finset.sum_congr rfl fun k _ => ?_
  rw [one_pow]
  ring
```

The weighted sum follows the calculation above. The proof separates $n=0$ from $n=m+1$; in the second case `Finset.sum_range_succ'` splits off the vanishing $k=0$ term, and `Nat.add_one_mul_choose_eq` supplies the binomial identity.

```lean
/-- The first moment of the binomial weights, multiplied by `1 + x`, is `n x (1 + x)^n`. -/
theorem binomial_moment (n : ℕ) (x : ℂ) :
    (1 + x) * ∑ k ∈ Finset.range (n + 1), (k : ℂ) * ((n.choose k : ℂ) * x ^ k)
      = n * x * (1 + x) ^ n := by
  cases n with
  | zero => simp
  | succ m =>
    -- the factor k + 1 lowers the binomial coefficient by one row
    have hs : ∀ k ∈ Finset.range (m + 1),
        ((k + 1 : ℕ) : ℂ) * (((m + 1).choose (k + 1) : ℂ) * x ^ (k + 1))
          = ((m + 1 : ℕ) : ℂ) * x * ((m.choose k : ℂ) * x ^ k) := by
      intro k _
      have h : ((m + 1 : ℕ) : ℂ) * (m.choose k : ℂ)
          = ((m + 1).choose (k + 1) : ℂ) * ((k + 1 : ℕ) : ℂ) := by
        exact_mod_cast Nat.add_one_mul_choose_eq m k
      rw [pow_succ]
      linear_combination (-(x ^ k * x)) * h
    rw [Finset.sum_range_succ', Finset.sum_congr rfl hs, ← Finset.mul_sum, binomial_sum,
      Nat.cast_zero, zero_mul, add_zero]
    ring
```

The overlap is then a sum of the terms from the first lemma, and the norm is its diagonal case, with $\bar z z=|z|^2$.

```lean
/-- The overlap of the coherent vectors labelled `w` and `z` is `(1 + w* z)^n`. -/
theorem coherent_overlap (n : ℕ) (w z : ℂ) :
    star (coherent n w) ⬝ᵥ coherent n z = (1 + star w * z) ^ n := by
  rw [← binomial_sum,
    ← Fin.sum_univ_eq_sum_range (fun k => (n.choose k : ℂ) * (star w * z) ^ k) (n + 1)]
  exact Finset.sum_congr rfl fun k _ => coherent_term n w z k

/-- The squared norm of the coherent vector is `(1 + |z|²)^n`. -/
theorem coherent_norm_sq (n : ℕ) (z : ℂ) :
    star (coherent n z) ⬝ᵥ coherent n z = (1 + (‖z‖ : ℂ) ^ 2) ^ n := by
  have hz : star z * z = (‖z‖ : ℂ) ^ 2 := Complex.conj_mul' z
  rw [coherent_overlap, hz]
```

**Q:** Why does the matrix element of $J_z$ carry an extra factor $1+\bar w z$ on the left?

**A:** It avoids both a division and the exponent $n-1$. The consequence is that when $\bar w z=-1$ the equation reads $0=0$ and says nothing about the matrix element. For spin 1/2 that element is then 1. On the diagonal the factor is $1+|z|^2$, which is never zero.

```lean
/-- The matrix element of `Jz` between two coherent vectors, multiplied by `1 + w* z`, is
`(n/2)(1 - w* z)(1 + w* z)^n`. -/
theorem Jz_matrix_element (n : ℕ) (w z : ℂ) :
    (1 + star w * z) * (star (coherent n w) ⬝ᵥ (Jz n *ᵥ coherent n z))
      = (n : ℂ) / 2 * (1 - star w * z) * (1 + star w * z) ^ n := by
  have h : star (coherent n w) ⬝ᵥ (Jz n *ᵥ coherent n z)
      = (n : ℂ) / 2 * ∑ k ∈ Finset.range (n + 1), (n.choose k : ℂ) * (star w * z) ^ k
        - ∑ k ∈ Finset.range (n + 1), (k : ℂ) * ((n.choose k : ℂ) * (star w * z) ^ k) := by
    rw [← Fin.sum_univ_eq_sum_range (fun k => (n.choose k : ℂ) * (star w * z) ^ k) (n + 1),
      ← Fin.sum_univ_eq_sum_range
        (fun k => (k : ℂ) * ((n.choose k : ℂ) * (star w * z) ^ k)) (n + 1),
      Finset.mul_sum, ← Finset.sum_sub_distrib]
    simp only [dotProduct, Jz, Matrix.mulVec_diagonal, Pi.star_apply]
    refine Finset.sum_congr rfl fun k _ => ?_
    linear_combination ((n : ℂ) / 2 - ((k : ℕ) : ℂ)) * coherent_term n w z k
  rw [h, binomial_sum]
  linear_combination -binomial_moment n (star w * z)
```

Inside the proof, `h` splits the matrix element into $n/2$ times the binomial sum minus the weighted sum. The last line inserts the weighted sum.

For the mean, `div_eq_div_iff` cross-multiplies the two fractions, and what remains is the matrix element with $w=z$.

```lean
/-- The normalized expectation value of `Jz` in the coherent state is
`(n/2)(1 - |z|²)/(1 + |z|²)`. -/
theorem expect_Jz (n : ℕ) (z : ℂ) :
    expect (Jz n) (coherent n z)
      = (((n : ℝ) / 2 * (1 - ‖z‖ ^ 2) / (1 + ‖z‖ ^ 2) : ℝ) : ℂ) := by
  have hz : star z * z = (‖z‖ : ℂ) ^ 2 := Complex.conj_mul' z
  have hr : (1 + ‖z‖ ^ 2 : ℝ) ≠ 0 := by positivity
  have h0 : (1 + (‖z‖ : ℂ) ^ 2) ≠ 0 := by exact_mod_cast hr
  have h := Jz_matrix_element n z z
  rw [hz] at h
  unfold expect
  rw [coherent_norm_sq]
  push_cast
  rw [div_eq_div_iff (pow_ne_zero n h0) h0]
  linear_combination h
```

**Q:** The raising operator has an end of the ladder. Is that treated separately?

**A:** Yes, by `by_cases`. Away from the end, `Finset.sum_eq_single` keeps the one contributing component, $i+1$. Then `hch` is the binomial relation, and `hr` is its square-root version, the step where the ladder amplitude meets the weight. At $i=n$ both sides are shown to be zero.

```lean
/-- On the coherent vector the raising operator acts as `z (n/2 + Jz)`. -/
theorem Jplus_coherent (n : ℕ) (z : ℂ) :
    Jplus n *ᵥ coherent n z
      = z • (((n : ℂ) / 2) • coherent n z + Jz n *ᵥ coherent n z) := by
  ext i
  have hi := i.isLt
  simp only [Jz, Matrix.mulVec_diagonal, Pi.smul_apply, Pi.add_apply, smul_eq_mul]
  by_cases h : (i : ℕ) + 1 < n + 1
  · -- only the neighbouring component i + 1 contributes
    have hsum : (Jplus n *ᵥ coherent n z) i
        = Jplus n i ⟨(i : ℕ) + 1, h⟩ * coherent n z ⟨(i : ℕ) + 1, h⟩ := by
      simp only [Matrix.mulVec, dotProduct]
      refine Finset.sum_eq_single (⟨(i : ℕ) + 1, h⟩ : Fin (n + 1)) ?_ ?_
      · intro j _ hj
        have hne : (j : ℕ) ≠ (i : ℕ) + 1 := fun e => hj (Fin.ext e)
        simp [Jplus, hne]
      · intro hn
        exact absurd (Finset.mem_univ _) hn
    have hle : (i : ℕ) ≤ n := by omega
    have hn : (0 : ℝ) ≤ (n : ℝ) - ((i : ℕ) : ℝ) := sub_nonneg.mpr (Nat.cast_le.mpr hle)
    have hch : (n.choose ((i : ℕ) + 1) : ℝ) * (((i : ℕ) : ℝ) + 1)
        = (n.choose (i : ℕ) : ℝ) * ((n : ℝ) - ((i : ℕ) : ℝ)) := by
      rw [← Nat.cast_sub hle]
      exact_mod_cast Nat.choose_succ_right_eq n (i : ℕ)
    -- the ladder coefficient combines with the binomial weight
    have hr : √((((i : ℕ) : ℝ) + 1) * ((n : ℝ) - ((i : ℕ) : ℝ)))
          * √(n.choose ((i : ℕ) + 1) : ℝ)
        = ((n : ℝ) - ((i : ℕ) : ℝ)) * √(n.choose (i : ℕ) : ℝ) := by
      have e : (((i : ℕ) : ℝ) + 1) * ((n : ℝ) - ((i : ℕ) : ℝ)) * (n.choose ((i : ℕ) + 1) : ℝ)
          = ((n : ℝ) - ((i : ℕ) : ℝ)) ^ 2 * (n.choose (i : ℕ) : ℝ) := by
        linear_combination ((n : ℝ) - ((i : ℕ) : ℝ)) * hch
      rw [← Real.sqrt_mul (mul_nonneg (by positivity) hn), e, Real.sqrt_mul (sq_nonneg _),
        Real.sqrt_sq hn]
    have hc := congrArg (fun r : ℝ => (r : ℂ)) hr
    simp only [Complex.ofReal_mul, Complex.ofReal_sub, Complex.ofReal_natCast] at hc
    rw [hsum]
    simp only [Jplus, coherent, Matrix.of_apply, ↓reduceIte]
    linear_combination z ^ ((i : ℕ) + 1) * hc
  · -- at the end of the ladder both sides vanish
    have hin : (i : ℕ) = n := by omega
    have hsum : (Jplus n *ᵥ coherent n z) i = 0 := by
      simp only [Matrix.mulVec, dotProduct]
      refine Finset.sum_eq_zero fun j _ => ?_
      have hj := j.isLt
      have hne : (j : ℕ) ≠ (i : ℕ) + 1 := by omega
      simp [Jplus, hne]
    rw [hsum, hin]
    ring
```

The mean of $J_+$ comes from substituting this relation and using the $J_z$ matrix element again.

```lean
/-- The normalized expectation value of the raising operator in the coherent state is
`n z/(1 + |z|²)`. -/
theorem expect_Jplus (n : ℕ) (z : ℂ) :
    expect (Jplus n) (coherent n z) = (n : ℂ) * z / (1 + (‖z‖ : ℂ) ^ 2) := by
  have hz : star z * z = (‖z‖ : ℂ) ^ 2 := Complex.conj_mul' z
  have hr : (1 + ‖z‖ ^ 2 : ℝ) ≠ 0 := by positivity
  have h0 : (1 + (‖z‖ : ℂ) ^ 2) ≠ 0 := by exact_mod_cast hr
  have h := Jz_matrix_element n z z
  rw [hz] at h
  unfold expect
  rw [Jplus_coherent, dotProduct_smul, dotProduct_add, dotProduct_smul, coherent_norm_sq,
    smul_eq_mul, smul_eq_mul, div_eq_div_iff (pow_ne_zero n h0) h0]
  linear_combination z * h
```

The final theorem inserts both means and reduces the claim to $(1-r)^2+4r=(1+r)^2$. Taking the real part with `.re` loses nothing, because the mean of $J_z$ is already known to be real.

```lean
/-- In the coherent state the squared mean of `Jz` and the squared modulus of the mean of the
raising operator add up to `(n/2)²`. -/
theorem mean_spin_length (n : ℕ) (z : ℂ) :
    (expect (Jz n) (coherent n z)).re ^ 2 + ‖expect (Jplus n) (coherent n z)‖ ^ 2
      = ((n : ℝ) / 2) ^ 2 := by
  have hc : (1 + (‖z‖ : ℂ) ^ 2) = ((1 + ‖z‖ ^ 2 : ℝ) : ℂ) := by simp
  have hp : (0 : ℝ) ≤ 1 + ‖z‖ ^ 2 := by positivity
  rw [expect_Jz, expect_Jplus, Complex.ofReal_re, hc, norm_div, norm_mul,
    Complex.norm_natCast, Complex.norm_real, Real.norm_of_nonneg hp,
    div_pow, div_pow, ← add_div, div_eq_iff (by positivity)]
  ring

end

end SpinCoherentState
```

```lean
#print axioms SpinCoherentState.coherent_norm_sq
#print axioms SpinCoherentState.mean_spin_length
```

```
'SpinCoherentState.coherent_norm_sq' depends on axioms: [propext, Classical.choice, Quot.sound]
'SpinCoherentState.mean_spin_length' depends on axioms: [propext, Classical.choice, Quot.sound]
```

**Q:** Where would I meet this in a calculation?

**A:** When you prepare a coherent state as the initial state of a spin simulation: for a single spin of fixed finite size, before any Hamiltonian acts, these formulas give the values that the code should return. To point the mean spin along polar angle $\theta<\pi$ and azimuth $\phi$, set $z=\tan(\theta/2)\,e^{i\phi}$. Then $\langle J_z\rangle=\frac n2\cos\theta$ and $\langle J_+\rangle=\frac n2\sin\theta\,e^{i\phi}$.

The normalized amplitudes $c_k$ can be built without large binomial coefficients:
$$c_0=(1+|z|^2)^{-n/2},\qquad c_{k+1}=c_k\,z\,\sqrt{\frac{n-k}{k+1}}.$$
The ratio comes from the same binomial relation as the action of $J_+$. For large $n$ the starting value $c_0$ can underflow in floating point; working with logarithms of the magnitudes avoids that. Afterwards, compare $\langle J_z\rangle$ and the complex number $\langle J_+\rangle$ with the formulas. If the amplitudes and the matrix of $J_z$ use opposite basis orders, $\langle J_z\rangle$ comes out with the wrong sign, which goes unnoticed only when its value is zero.
